# In a one-dimensional parabolic band with constant gap, a BCS quasiparticle has effective mass mΔ/(2μ) at the Fermi momentum

Suppose an excitation of a superconductor at the Fermi momentum is given the velocity and the mass of the bare particle. It then appears to travel at the Fermi velocity, although its true group velocity is zero, and the curvature of its energy comes out as 1/m, with no trace of the gap. Both errors disappear once the quasiparticle energy itself is differentiated.

Let m > 0 be the bare mass, μ the chemical potential and Δ > 0 the gap parameter, and set ħ = 1. For a real momentum k, define

ξ(k) = k²/(2m) − μ,  E(k) = √(ξ(k)² + Δ²).

The group velocity E′(k) vanishes exactly when k = 0 or k² = 2mμ. At momenta of the second kind, E″(k) = 2μ/(mΔ). If μ > 0, these are ±√(2mμ), the two momenta where the bare band crosses the chemical potential, called the Fermi momenta here; the effective mass 1/E″ there is mΔ/(2μ).

In mean-field BCS theory with a parabolic band and a constant gap, this fixes the quadratic expansion of the one-dimensional excitation spectrum about its minima for μ > 0. In more dimensions, with isotropic band and gap, 2μ/(mΔ) is the curvature at the Fermi surface along the direction of the momentum only: E is constant over the Fermi surface, and the curvature transverse to the momentum vanishes there.

## Two derivatives of the quasiparticle energy

The bare velocity is ξ′ = k/m. Since Δ > 0, the argument of the square root is positive at every k, and the chain rule gives

E′ = 2ξξ′/(2E) = ξ(k/m)/E.

The denominator is never zero. Hence E′ = 0 exactly when k = 0 or ξ = 0, and ξ = 0 means k² = 2mμ.

The product and quotient rules give the second derivative:

E″ = [(k/m)² + ξ/m]/E − ξ(k/m)E′/E²
 = (k/m)²/E + ξ/(mE) − ξ²(k/m)²/E³
 = (k/m)²(E² − ξ²)/E³ + ξ/(mE).

Because E² − ξ² = Δ²,

E″ = Δ²(k/m)²/E³ + ξ/(mE).

Where k² = 2mμ, we have ξ = 0 and E = Δ, so

E″ = (k/m)²/Δ = 2mμ/(m²Δ) = 2μ/(mΔ).

At k = 0, ξ = −μ and E = √(μ² + Δ²), so

E″(0) = −μ/(m√(μ² + Δ²)).

The curvature at zero momentum therefore has the opposite sign to μ, and vanishes when μ = 0.

Two bounds follow from the same formulas. From E² = ξ² + Δ² we get E ≥ Δ, with equality exactly where ξ = 0. The same identity gives |ξ| < E, so for k ≠ 0

|E′| = (|ξ|/E)(|k|/m) < |k|/m.

## Numbers for m = 1, μ = 2, Δ = 1

The Fermi momenta are k = ±2. There E = 1, E′ = 0 and E″ = 4, so the effective mass is 1/4, a quarter of the bare mass. The quadratic expansion predicts E(2.1) ≈ 1 + ½ · 4 · 0.01 = 1.02. Directly, ξ(2.1) = 0.205 and E(2.1) = √1.042025 ≈ 1.0208.

These numbers also expose a slip in the second differentiation: treating the E in the denominator of E′ as a constant. The omitted term is proportional to E′, so the wrong formula still gives the right curvature at every stationary point, and a check at k = 0 or k = ±2 will not find the error. At k = 1, where ξ = −1.5 and E = √3.25, the correct value is E″ ≈ −0.661, while the wrong formula gives about −0.277.

## The dispersion and its derivatives as Lean functions

```lean
import Mathlib

open Real

namespace BogoliubovDispersion

noncomputable section
```

All quantities are real numbers. The first two definitions are ξ and E.

```lean
/-- Kinetic energy of a free particle of mass `m`, measured from the chemical potential `μ`. -/
def xi (m μ k : ℝ) : ℝ := k ^ 2 / (2 * m) - μ

/-- Quasiparticle energy of a superconductor with constant gap parameter `Δ`. -/
def energy (m μ Δ k : ℝ) : ℝ := Real.sqrt (xi m μ k ^ 2 + Δ ^ 2)
```

The argument `Δ` is a given number, standing for the strength of the pairing field. In BCS theory it would be determined by a gap equation; here neither that equation nor any dependence of the gap on momentum enters. The Hamiltonian and its Bogoliubov diagonalisation are likewise absent: the development starts from the resulting dispersion. Momentum is one real variable, not a vector.

```lean
/-- Group velocity: the derivative of the quasiparticle energy with respect to momentum. -/
def groupVelocity (m μ Δ k : ℝ) : ℝ := deriv (energy m μ Δ) k

/-- Inverse effective mass: the derivative of the group velocity with respect to momentum. -/
def inverseMass (m μ Δ k : ℝ) : ℝ := deriv (groupVelocity m μ Δ) k
```

Velocity and inverse mass are defined as derivatives, not by the formulas found above, so those formulas have to be proved. Lean's `deriv` returns zero at a point where a function is not differentiable, which could produce a spurious stationary point. The proofs exclude this by establishing differentiability through `HasDerivAt`.

## Where ξ vanishes, and why E does not

```lean
/-- The kinetic energy equals the chemical potential exactly when `k² = 2mμ`. -/
theorem xi_eq_zero_iff {m : ℝ} (hm : 0 < m) (μ k : ℝ) :
    xi m μ k = 0 ↔ k ^ 2 = 2 * m * μ := by
  have h2 : 2 * m ≠ 0 := by positivity
  rw [xi, sub_eq_zero, div_eq_iff h2]
  constructor <;> intro h <;> linarith
```

This lemma translates ξ = 0 into k² = 2mμ by clearing the nonzero denominator 2m. It holds for every real μ; for μ < 0, no real k satisfies either side.

```lean
/-- With a positive gap parameter the quasiparticle energy is positive, and its square is the sum of
the squares of the kinetic term and the gap parameter. -/
theorem energy_pos_and_sq {Δ : ℝ} (hΔ : 0 < Δ) (m μ k : ℝ) :
    0 < energy m μ Δ k ∧ energy m μ Δ k ^ 2 = xi m μ k ^ 2 + Δ ^ 2 := by
  have h : 0 < xi m μ k ^ 2 + Δ ^ 2 := by positivity
  exact ⟨Real.sqrt_pos.mpr h, Real.sq_sqrt h.le⟩
```

The sum ξ² + Δ² is positive because Δ is. Its square root is therefore positive, and squaring the root returns the sum. The later proofs use both facts: the first permits division by E, and the second supplies E² − ξ² = Δ².

## The velocity and the curvature at every momentum

```lean
/-- The kinetic energy has derivative `k/m`, the velocity of the bare particle. -/
theorem hasDerivAt_xi (m μ k : ℝ) : HasDerivAt (xi m μ) (k / m) k := by
  have h := ((hasDerivAt_pow 2 k).div_const (2 * m)).sub_const μ
  refine h.congr_deriv ?_
  change ((2 : ℕ) : ℝ) * k ^ (2 - 1) / (2 * m) = k / m
  rw [show ((2 : ℕ) : ℝ) * k ^ (2 - 1) = 2 * k by norm_num]
  exact mul_div_mul_left k m two_ne_zero
```

The power rule, division by a constant and subtraction of a constant give 2k/(2m). The remaining lines reduce this to k/m.

```lean
/-- The quasiparticle energy is differentiable at every momentum, with derivative equal to
the bare velocity `k/m` times `ξ/E`. -/
theorem hasDerivAt_energy {Δ : ℝ} (hΔ : 0 < Δ) (m μ k : ℝ) :
    HasDerivAt (energy m μ Δ) (xi m μ k * (k / m) / energy m μ Δ k) k := by
  -- the gap keeps the argument of the square root away from zero
  have hne : xi m μ k ^ 2 + Δ ^ 2 ≠ 0 := by positivity
  have h := (((hasDerivAt_xi m μ k).fun_pow 2).add_const (Δ ^ 2)).sqrt hne
  refine h.congr_deriv ?_
  change ((2 : ℕ) : ℝ) * xi m μ k ^ (2 - 1) * (k / m) /
    (2 * Real.sqrt (xi m μ k ^ 2 + Δ ^ 2)) = _
  rw [show ((2 : ℕ) : ℝ) * xi m μ k ^ (2 - 1) * (k / m) = 2 * (xi m μ k * (k / m)) by
    norm_num [mul_assoc]]
  exact mul_div_mul_left _ _ two_ne_zero
```

This is the chain rule for E. The hypothesis `hne` states that the argument of the square root is nonzero, as differentiating the root requires. The last step cancels the common factor 2, leaving ξ(k/m)/E.

```lean
/-- The inverse effective mass at an arbitrary momentum, as the sum of a term with numerator
`Δ²(k/m)²` and a term with numerator `ξ`. -/
theorem inverseMass_eq {m Δ : ℝ} (hm : 0 < m) (hΔ : 0 < Δ) (μ k : ℝ) :
    inverseMass m μ Δ k =
      Δ ^ 2 * (k / m) ^ 2 / energy m μ Δ k ^ 3 + xi m μ k / (m * energy m μ Δ k) := by
  obtain ⟨hE, hs⟩ := energy_pos_and_sq hΔ m μ k
  have hE0 := hE.ne'
  have hm0 := hm.ne'
  have hv : groupVelocity m μ Δ = fun q => xi m μ q * (q / m) / energy m μ Δ q :=
    funext fun q => (hasDerivAt_energy hΔ m μ q).deriv
  have h := ((hasDerivAt_xi m μ k).fun_mul ((hasDerivAt_id' k).div_const m)).fun_div
    (hasDerivAt_energy hΔ m μ k) hE0
  rw [inverseMass, hv]
  refine h.deriv.trans ?_
  -- eliminate the gap parameter through `Δ² = E² - ξ²`
  rw [show Δ ^ 2 = energy m μ Δ k ^ 2 - xi m μ k ^ 2 by linarith]
  field_simp
  ring
```

To differentiate again, one needs the velocity as a function, not only its value at k. The equation `hv` provides this by applying the preceding theorem at every momentum `q`. The term `h` then combines the product rule for ξ(k/m) with the quotient rule for division by E, including the term that the slip above omits. Replacing Δ² by E² − ξ² turns the goal into an algebraic identity, which `field_simp` and `ring` settle.

## Stationary points and the mass at the Fermi momentum

```lean
/-- The group velocity vanishes exactly at `k = 0` and where `k² = 2mμ`; at the latter
momenta the second derivative of the quasiparticle energy is `2μ/(mΔ)`. -/
theorem stationary_points_and_curvature {m Δ : ℝ} (hm : 0 < m) (hΔ : 0 < Δ) (μ : ℝ) :
    (∀ k, groupVelocity m μ Δ k = 0 ↔ k = 0 ∨ k ^ 2 = 2 * m * μ) ∧
    (∀ k, k ^ 2 = 2 * m * μ → inverseMass m μ Δ k = 2 * μ / (m * Δ)) := by
  constructor
  · intro k
    have hE := (energy_pos_and_sq hΔ m μ k).1.ne'
    have hm0 := hm.ne'
    rw [groupVelocity, (hasDerivAt_energy hΔ m μ k).deriv, div_eq_zero_iff, mul_eq_zero,
      div_eq_zero_iff]
    simp only [xi_eq_zero_iff hm, hE, hm0, or_false]
    exact or_comm
  · intro k hk
    -- here the kinetic term vanishes and the energy equals the gap parameter
    have hx := (xi_eq_zero_iff hm μ k).mpr hk
    have hE : energy m μ Δ k = Δ := by
      rw [energy, hx, zero_pow two_ne_zero, zero_add, Real.sqrt_sq hΔ.le]
    rw [inverseMass_eq hm hΔ, hE, hx, zero_div, add_zero, div_pow, hk]
    field_simp
```

The first part of the theorem classifies the zeros of the group velocity for all real k. Its proof uses the rule that, under Lean's convention x/0 = 0, a quotient vanishes exactly when its numerator or denominator does, then discards the impossible cases E = 0 and m = 0. The second part sets ξ = 0 and E = Δ in the general curvature formula and replaces k² by 2mμ.

The chemical potential may have any sign. If μ < 0, the curvature claim concerns no momentum at all, and k = 0 is the only stationary point. If μ = 0, the two conditions coincide at k = 0, where the curvature is zero.

```lean
/-- For positive chemical potential, the effective mass at `k² = 2mμ` is `mΔ/(2μ)`: its
product with the inverse effective mass is one. -/
theorem effective_mass {m μ Δ : ℝ} (hm : 0 < m) (hμ : 0 < μ) (hΔ : 0 < Δ)
    {k : ℝ} (hk : k ^ 2 = 2 * m * μ) :
    m * Δ / (2 * μ) * inverseMass m μ Δ k = 1 := by
  rw [(stationary_points_and_curvature hm hΔ μ).2 k hk]
  field_simp
```

A finite effective mass at these momenta requires μ > 0, which is now a hypothesis. The theorem says that mΔ/(2μ) times the inverse mass is one, so it also shows that the inverse mass is nonzero.

## The gap, the curvature at k = 0 and the speed bound

```lean
/-- The quasiparticle energy is never below `Δ`, and it equals `Δ` exactly
where `k² = 2mμ`. -/
theorem energy_gap {m Δ : ℝ} (hm : 0 < m) (hΔ : 0 < Δ) (μ k : ℝ) :
    Δ ≤ energy m μ Δ k ∧ (energy m μ Δ k = Δ ↔ k ^ 2 = 2 * m * μ) := by
  obtain ⟨hE, hs⟩ := energy_pos_and_sq hΔ m μ k
  refine ⟨by nlinarith [sq_nonneg (xi m μ k)], ?_⟩
  rw [← xi_eq_zero_iff hm]
  constructor
  · intro h
    rw [h] at hs
    have h0 : xi m μ k ^ 2 = 0 := by linarith
    exact (pow_eq_zero_iff two_ne_zero).mp h0
  · intro h
    rw [energy, h, zero_pow two_ne_zero, zero_add, Real.sqrt_sq hΔ.le]
```

The inequality compares E² = ξ² + Δ² with Δ². For the equality case, E = Δ forces ξ² = 0, and the converse is direct substitution. When μ < 0 equality never occurs; then |ξ| is smallest at k = 0, and the lowest excitation energy is √(μ² + Δ²), which lies above Δ.

```lean
/-- At zero momentum the inverse effective mass, multiplied by `m` and by the
energy `√(μ² + Δ²)`, equals `-μ`. -/
theorem curvature_at_zero {m Δ : ℝ} (hm : 0 < m) (hΔ : 0 < Δ) (μ : ℝ) :
    m * Real.sqrt (μ ^ 2 + Δ ^ 2) * inverseMass m μ Δ 0 = -μ := by
  have hx : xi m μ 0 = -μ := by simp [xi]
  have hE : energy m μ Δ 0 = Real.sqrt (μ ^ 2 + Δ ^ 2) := by rw [energy, hx, neg_sq]
  have hE0 := (energy_pos_and_sq hΔ m μ 0).1.ne'
  rw [← hE, inverseMass_eq hm hΔ, hx, zero_div, zero_pow two_ne_zero, mul_zero,
    zero_div, zero_add]
  field_simp
```

This is the formula for E″(0) with its denominator multiplied across. The proof evaluates ξ(0) = −μ and E(0) = √(μ² + Δ²); the Δ² term in the general formula vanishes because it carries a factor k². For μ > 0 the curvature is negative, so zero momentum is a local maximum of E between the two minima.

```lean
/-- At nonzero momentum a quasiparticle moves strictly slower than the bare particle
of the same momentum. -/
theorem speed_lt_bare {m Δ : ℝ} (hm : 0 < m) (hΔ : 0 < Δ) (μ : ℝ) {k : ℝ} (hk : k ≠ 0) :
    |groupVelocity m μ Δ k| < |k| / m := by
  obtain ⟨hE, hs⟩ := energy_pos_and_sq hΔ m μ k
  -- the gap makes the ratio of kinetic term to energy smaller than one
  have hlt : |xi m μ k| < energy m μ Δ k :=
    abs_lt_of_sq_lt_sq (by nlinarith [pow_pos hΔ 2]) hE.le
  have hb : 0 < |k| / m := div_pos (abs_pos.mpr hk) hm
  rw [groupVelocity, (hasDerivAt_energy hΔ m μ k).deriv, abs_div, abs_mul, abs_div,
    abs_of_pos hE, abs_of_pos hm, div_lt_iff₀ hE]
  have h := mul_lt_mul_of_pos_left hlt hb
  linarith

end

end BogoliubovDispersion
```

The proof first obtains |ξ| < E by comparing squares, then multiplies by the positive bare speed |k|/m. The condition k ≠ 0 is needed for a strict inequality, since both speeds are zero at k = 0.

```lean
#print axioms BogoliubovDispersion.effective_mass
#print axioms BogoliubovDispersion.energy_gap
#print axioms BogoliubovDispersion.curvature_at_zero
#print axioms BogoliubovDispersion.speed_lt_bare
```

```
'BogoliubovDispersion.effective_mass' depends on axioms: [propext, Classical.choice, Quot.sound]
'BogoliubovDispersion.energy_gap' depends on axioms: [propext, Classical.choice, Quot.sound]
'BogoliubovDispersion.curvature_at_zero' depends on axioms: [propext, Classical.choice, Quot.sound]
'BogoliubovDispersion.speed_lt_bare' depends on axioms: [propext, Classical.choice, Quot.sound]
```
